# A Hermitian matrix with spectrum symmetric about zero is odd under some time reversal

## Time reversal and odd observables

In an $n$-level quantum system, a time reversal is an antiunitary map on state vectors,
$$\Theta\psi = U\,\overline{\psi},$$
where $U$ is a unitary matrix and the bar denotes complex conjugation of each component. Applying it twice gives $\Theta^2\psi = U\overline{U}\psi$. If $U^T=\varepsilon U$ with $\varepsilon=\pm1$, then $\overline U=(U^T)^\dagger=\varepsilon U^\dagger$, and so $\Theta^2=\varepsilon$. A symmetric $U$ therefore belongs to $\Theta^2=1$, and an antisymmetric $U$ to $\Theta^2=-1$, the case of half-integer spin.

An observable $A$ is odd if $\Theta A=-A\Theta$, as angular momentum is. In matrices this reads
$$U\overline{A}=-AU.$$
An odd observable has a spectrum symmetric about zero. The question here is the reverse one: given only such a spectrum, is there a $\Theta$ that reverses $A$, and with which sign of $\Theta^2$?

The spectral condition is stated through the characteristic polynomial $p(x)=\det(x-A)$, as $p(-x)=(-1)^np(x)$. Levels are numbered $0,\dots,n-1$, and $i'=n-1-i$ is the mirror level of $i$.

**Claim.** Let $A$ be Hermitian with $p(-x)=(-1)^np(x)$. Then some symmetric unitary $U$ satisfies $U\overline A=-AU$. An antisymmetric unitary with this property exists exactly when $n$ is even.

## Pairing each level with its mirror level

Let $d_i$ be the eigenvalues of $A$, repeated according to multiplicity. Then
$$p(-x)=\prod_i(-x-d_i)=(-1)^n\prod_i\bigl(x-(-d_i)\bigr),$$
so the condition on $p$ says $\prod_i(x-(-d_i))=\prod_i(x-d_i)$. A polynomial determines its roots with their multiplicities, hence the numbers $-d_i$ are the numbers $d_i$ in another order.

Sort the eigenvalues as $e_0\le\dots\le e_{n-1}$. The list $-e_{n-1}\le\dots\le-e_0$ is also increasing and contains the same numbers, so the two lists agree entry by entry: $e_{i'}=-e_i$. With the matching orthonormal eigenvectors $w_i$ as columns of $W$, and $D=\mathrm{diag}(e_i)$, we have $A=WDW^\dagger$.

Now choose phases $|s_i|=1$ with $s_{i'}=\varepsilon s_i$, and set $J_{ij}=s_i\,\delta_{j,i'}$. Then

- $(JJ^\dagger)_{ik}=s_i\overline{s_k}\,\delta_{ik}=\delta_{ik}$, so $J$ is unitary;
- $(J^T)_{ij}=s_j\,\delta_{i,j'}=s_{i'}\,\delta_{j,i'}=\varepsilon J_{ij}$;
- $(JD)_{ij}=J_{ij}e_j=e_{i'}J_{ij}=-e_iJ_{ij}=-(DJ)_{ij}$.

Put $U=WJW^T$. It is a product of unitaries, and $U^T=WJ^TW^T=\varepsilon U$. Since $D$ is real, $\overline A=\overline W DW^T$, and since $W^T\overline W=(W^\dagger W)^T=1$,
$$U\overline A=WJDW^T=-WDJW^T=-(WDW^\dagger)(WJW^T)=-AU.$$
On the eigenvectors, $\Theta w_i=s_{i'}w_{i'}$: the map exchanges mirror levels.

Taking all $s_i=1$ gives the symmetric $U$. For even $n$ no level is its own mirror, so $s_i=1$ for $i<i'$ and $s_i=-1$ otherwise gives $\varepsilon=-1$ and an antisymmetric $U$. Conversely, $U^T=-U$ implies $\det U=(-1)^n\det U$. A unitary matrix has nonzero determinant, so $n$ must be even.

For $A=\sigma_z$, with the standard basis vectors as eigenvectors, this construction yields $U=\sigma_x$ in the symmetric case and $U=-i\sigma_y$ in the antisymmetric one. The second is the usual spin-½ time reversal, up to a phase.

## The oddness relation in Lean

```lean
import Mathlib

open Matrix Polynomial

namespace OddOperators

variable {n : ℕ}

/-- The matrix relation `U conj(A) = -A U`. When `U` is unitary, it says that `A` is odd under the
time reversal `ψ ↦ U conj(ψ)`. -/
def IsTimeOdd (U A : Matrix (Fin n) (Fin n) ℂ) : Prop :=
  U * A.map star = -(A * U)
```

Basis states are indexed by `Fin n`, `A.map star` is $\overline A$, and `Aᴴ` is $A^\dagger$. In the existence theorems below, unitarity of `U` is the separate condition that `U` lies in `unitaryGroup (Fin n) ℂ`.

## Equal root polynomials give a relabelling

```lean
/-- Two lists of `n` levels with the same root polynomial differ only by a relabelling. -/
theorem exists_relabelling (f g : Fin n → ℂ)
    (h : ∀ x : ℂ, ∏ i, (x - f i) = ∏ i, (x - g i)) :
    ∃ ρ : Equiv.Perm (Fin n), ∀ i, g (ρ i) = f i := by
  classical
  have hp : ∏ i, (X - C (f i)) = ∏ i, (X - C (g i)) :=
    Polynomial.funext fun x => by simpa [Polynomial.eval_prod] using h x
  have hr : ∀ k : Fin n → ℂ,
      (∏ i, (X - C (k i))).roots = Finset.univ.val.map k := by
    intro k
    have hk := Polynomial.roots_multiset_prod_X_sub_C (Finset.univ.val.map k)
    rw [Multiset.map_map] at hk
    exact hk
  have hm : Finset.univ.val.map f = Finset.univ.val.map g := by
    rw [← hr f, ← hr g, hp]
  -- each value is taken equally often, so the fibres can be matched
  have e : ∀ c, Nonempty ({i // f i = c} ≃ {i // g i = c}) := by
    intro c
    apply Fintype.card_eq.mp
    have hc := congrArg (Multiset.count c) hm
    rw [Multiset.count_map, Multiset.count_map] at hc
    simp only [eq_comm (a := c)] at hc
    rw [Fintype.card_subtype, Fintype.card_subtype]
    exact hc
  exact ⟨Equiv.ofFiberEquiv fun c => (e c).some, fun i => Equiv.ofFiberEquiv_map _ i⟩
```

Agreement at every complex $x$ makes the two products equal as polynomials, and their multisets of roots are then equal. Each value $c$ is thus taken equally often by `f` and `g`, so the indices where `f` equals $c$ can be matched with those where `g` does. `Equiv.ofFiberEquiv` joins these matchings into one permutation `ρ`.

## The sorted eigenbasis

The hypothesis `hp` is the condition on $p$, evaluated at every complex $x$. The conclusion supplies $W$ and the real levels $e_i$, with `i.rev` for $i'$. It records $e_{i'}=-e_i$ but not that the $e_i$ are sorted; the sorting is used only inside the proof.

```lean
/-- A Hermitian matrix with `p(-x) = (-1)^n p(x)` has an orthonormal eigenbasis, indexed so that the
eigenvalues at `i` and at `i.rev` are opposite. -/
theorem exists_mirror_eigenbasis {A : Matrix (Fin n) (Fin n) ℂ} (hA : A.IsHermitian)
    (hp : ∀ x : ℂ, A.charpoly.eval (-x) = (-1) ^ n * A.charpoly.eval x) :
    ∃ (W : Matrix (Fin n) (Fin n) ℂ) (e : Fin n → ℝ), W * Wᴴ = 1 ∧
      (∀ i, e i.rev = -e i) ∧ A = W * diagonal (fun i => (e i : ℂ)) * Wᴴ := by
  obtain ⟨V, hV, hspec⟩ : ∃ V : Matrix (Fin n) (Fin n) ℂ, V * Vᴴ = 1 ∧
      A = V * diagonal (fun i => (hA.eigenvalues i : ℂ)) * Vᴴ := by
    refine ⟨hA.eigenvectorUnitary, mem_unitaryGroup_iff.mp hA.eigenvectorUnitary.2, ?_⟩
    have h := hA.spectral_theorem
    rw [Unitary.conjStarAlgAut_apply] at h
    exact h
  -- the spectrum is symmetric about zero
  obtain ⟨ρ, hρ⟩ := exists_relabelling (fun i => -(hA.eigenvalues i : ℂ))
    (fun i => (hA.eigenvalues i : ℂ)) (by
      intro x
      have h := hp x
      rw [hA.charpoly_eq, Polynomial.eval_prod, Polynomial.eval_prod] at h
      simp only [Polynomial.eval_sub, Polynomial.eval_X, Polynomial.eval_C] at h
      have h2 : ∏ i, (-x - (hA.eigenvalues i : ℂ))
          = (-1) ^ n * ∏ i, (x - -(hA.eigenvalues i : ℂ)) := by
        calc ∏ i, (-x - (hA.eigenvalues i : ℂ))
            = ∏ i, ((-1) * (x - -(hA.eigenvalues i : ℂ))) :=
              Finset.prod_congr rfl fun i _ => by ring
          _ = _ := by
              rw [Finset.prod_mul_distrib, Finset.prod_const, Finset.card_univ,
                Fintype.card_fin]
      exact mul_left_cancel₀ (pow_ne_zero n (by norm_num : (-1 : ℂ) ≠ 0))
        (h2.symm.trans h))
  have hρ' : ∀ i, hA.eigenvalues (ρ i) = -hA.eigenvalues i := fun i => by
    exact_mod_cast hρ i
  generalize hA.eigenvalues = d at hspec hρ'
  -- sort the levels; reflection and change of sign give the same sorted list
  have hσ : Monotone (d ∘ Tuple.sort d) := Tuple.monotone_sort d
  have hτ : Monotone (d ∘ (Fin.revPerm.trans ((Tuple.sort d).trans ρ))) := by
    intro i j hij
    change d (ρ (Tuple.sort d i.rev)) ≤ d (ρ (Tuple.sort d j.rev))
    rw [hρ', hρ']
    exact neg_le_neg (hσ (Fin.rev_le_rev.mpr hij))
  have hu := Tuple.unique_monotone hσ hτ
  refine ⟨V.submatrix id (Tuple.sort d), fun i => d (Tuple.sort d i), ?_, ?_, ?_⟩
  · rw [← hV]
    ext i k
    simp only [mul_apply, conjTranspose_apply, submatrix_apply, id]
    exact Equiv.sum_comp (Tuple.sort d) (fun j => V i j * star (V k j))
  · intro i
    have h : d (Tuple.sort d i) = d (ρ (Tuple.sort d i.rev)) := congrFun hu i
    rw [hρ'] at h
    linarith
  · rw [hspec]
    ext i k
    simp only [mul_apply (M := _ * _), mul_diagonal, conjTranspose_apply,
      submatrix_apply, id]
    exact (Equiv.sum_comp (Tuple.sort d) (fun j => V i j * (d j : ℂ) * star (V k j))).symm
```

The spectral theorem provides an unsorted eigenbasis `V`. The relabelling lemma, applied to $-d_i$ and $d_i$, gives $d_{\rho(i)}=-d_i$, which is then read as an equation between real numbers, where sorting makes sense. The last two bullets establish the mirror relation and the factorisation of $A$; the first shows that permuting the columns of `V` leaves it unitary.

### Uniqueness of sorting: `Tuple.unique_monotone`

By hand, "both lists are increasing and contain the same numbers, so they agree" is one sentence. In Mathlib, `Tuple.sort d` is a permutation that puts `d` in increasing order, and `Tuple.unique_monotone` says that if `d ∘ σ` and `d ∘ τ` are both monotone for permutations `σ` and `τ`, then `d ∘ σ = d ∘ τ`.

Here `σ` is `Tuple.sort d`, and `τ` first reflects the index, then sorts, then applies `ρ`. Its values are $d_{\tau(i)}=-d_{\sigma(i')}$. Reflection and change of sign each reverse the order, so the result increases again. The lemma then gives $d_{\sigma(i)}=-d_{\sigma(i')}$, which is $e_i=-e_{i'}$.

The lemma equates the sorted values and not the permutations. With degenerate levels, `σ` and `τ` may differ, and the argument needs no choice among equal eigenvalues.

## From phases to a unitary

```lean
/-- Let `A` be Hermitian with `p(-x) = (-1)^n p(x)`. Phases `s` that change by a factor `ε`
between mirror levels give a unitary `U` with `Uᵀ = ε U` under which `A` is odd. -/
theorem exists_timeOdd_of_phases {A : Matrix (Fin n) (Fin n) ℂ} (hA : A.IsHermitian)
    (hp : ∀ x : ℂ, A.charpoly.eval (-x) = (-1) ^ n * A.charpoly.eval x)
    (s : Fin n → ℂ) (ε : ℂ) (hs : ∀ i, s i * star (s i) = 1)
    (hε : ∀ i, s i.rev = ε * s i) :
    ∃ U ∈ unitaryGroup (Fin n) ℂ, Uᵀ = ε • U ∧ IsTimeOdd U A := by
  obtain ⟨W, e, hW, he, hAW⟩ := exists_mirror_eigenbasis hA hp
  -- `J` exchanges mirror levels
  obtain ⟨J, hJ⟩ : ∃ J : Matrix (Fin n) (Fin n) ℂ,
      ∀ i j, J i j = if j = i.rev then s i else 0 := ⟨fun i j => _, fun _ _ => rfl⟩
  have hJJ : J * Jᴴ = 1 := by
    ext i k
    simp only [mul_apply, conjTranspose_apply, hJ, ite_mul, zero_mul,
      Finset.sum_ite_eq', Finset.mem_univ, if_true]
    by_cases h : i = k
    · subst h
      rw [if_pos rfl, hs, one_apply_eq]
    · rw [if_neg (fun h' => h (Fin.rev_injective h')), star_zero, mul_zero, one_apply_ne h]
  have hJt : Jᵀ = ε • J := by
    ext i j
    rw [transpose_apply, Matrix.smul_apply, hJ, hJ, smul_eq_mul]
    by_cases h : j = i.rev
    · subst h
      rw [if_pos (Fin.rev_rev i).symm, if_pos rfl, hε]
    · rw [if_neg (fun h' => h (by rw [h', Fin.rev_rev])), if_neg h, mul_zero]
  have hJD : J * diagonal (fun i => (e i : ℂ)) = -(diagonal (fun i => (e i : ℂ)) * J) := by
    ext i j
    rw [Matrix.neg_apply, mul_diagonal, diagonal_mul, hJ]
    by_cases h : j = i.rev
    · subst h
      rw [if_pos rfl, he]
      push_cast
      ring
    · rw [if_neg h]
      ring
  have hW' : Wᴴ * W = 1 := mul_eq_one_comm.mp hW
  have hWt : Wᵀ * (Wᴴ)ᵀ = 1 := by rw [← transpose_mul, hW', transpose_one]
  refine ⟨W * J * Wᵀ, mul_mem (mul_mem (mem_unitaryGroup_iff.mpr hW)
    (mem_unitaryGroup_iff.mpr hJJ)) (mem_unitaryGroup_iff.mpr hWt), ?_, ?_⟩
  · rw [transpose_mul, transpose_mul, transpose_transpose, hJt, Matrix.smul_mul,
      Matrix.mul_smul, Matrix.mul_assoc]
  · -- for a Hermitian matrix, conjugation is transposition
    have hc : A.map star = Aᵀ := by
      ext i j
      exact hA.apply j i
    have hT : Aᵀ = (Wᴴ)ᵀ * (diagonal (fun i => (e i : ℂ)) * Wᵀ) := by
      rw [hAW, transpose_mul, transpose_mul, diagonal_transpose]
    unfold IsTimeOdd
    rw [hc, hT, hAW]
    generalize diagonal (fun i => (e i : ℂ)) = D at hJD
    calc W * J * Wᵀ * ((Wᴴ)ᵀ * (D * Wᵀ))
        = W * J * (Wᵀ * (Wᴴ)ᵀ) * D * Wᵀ := by simp only [Matrix.mul_assoc]
      _ = W * (J * D) * Wᵀ := by rw [hWt, Matrix.mul_one, Matrix.mul_assoc W J D]
      _ = -(W * D * (Wᴴ * W) * J * Wᵀ) := by
          rw [hJD, hW', Matrix.mul_one, Matrix.mul_neg, Matrix.neg_mul,
            Matrix.mul_assoc W D J]
      _ = -(W * D * Wᴴ * (W * J * Wᵀ)) := by simp only [Matrix.mul_assoc]
```

The facts `hJJ`, `hJt` and `hJD` are the three bulleted properties of $J$, each checked entry by entry: `hJJ` splits on whether the row and column indices are equal, the other two on whether $j=i'$. Complex conjugation is handled through `hc`: for Hermitian $A$, $\overline A=A^T$. The closing `calc` is the displayed computation of $U\overline A$. The factor `ε` is formally any complex number, but for $n\ge1$ applying `hε` twice forces $\varepsilon^2=1$.

## The symmetric case, in every dimension

```lean
/-- A Hermitian matrix with `p(-x) = (-1)^n p(x)` is odd under the time reversal built from
some symmetric unitary. -/
theorem exists_symmetric_timeOdd {A : Matrix (Fin n) (Fin n) ℂ} (hA : A.IsHermitian)
    (hp : ∀ x : ℂ, A.charpoly.eval (-x) = (-1) ^ n * A.charpoly.eval x) :
    ∃ U ∈ unitaryGroup (Fin n) ℂ, Uᵀ = U ∧ IsTimeOdd U A := by
  obtain ⟨U, hU, ht, ho⟩ := exists_timeOdd_of_phases hA hp (fun _ => 1) 1
    (fun _ => by simp) (fun _ => by simp)
  exact ⟨U, hU, by rw [ht, one_smul], ho⟩
```

All phases are 1 and `ε` is 1.

## The antisymmetric case and even dimension

The determinant argument needs only that $U$ is unitary and antisymmetric; $A$ plays no part.

```lean
/-- An antisymmetric unitary matrix exists only in even dimension. -/
theorem even_of_antisymmetric_unitary {U : Matrix (Fin n) (Fin n) ℂ}
    (hU : U ∈ unitaryGroup (Fin n) ℂ) (ht : Uᵀ = -U) : Even n := by
  by_contra hn
  have h1 := congrArg det (mem_unitaryGroup_iff.mp hU)
  rw [det_mul, det_one] at h1
  have h2 := congrArg det ht
  rw [det_transpose, det_neg, Fintype.card_fin, (Nat.not_even_iff_odd.mp hn).neg_one_pow] at h2
  have h3 : U.det = 0 := by linear_combination h2 / 2
  rw [h3, zero_mul] at h1
  exact zero_ne_one h1
```

The equivalence uses this lemma in one direction and the sign choice in the other. Evenness enters through `omega`, which shows that if $i<i'$ fails then $i'<i$, because $i=i'$ would make $n=2i+1$.

```lean
/-- A Hermitian matrix with `p(-x) = (-1)^n p(x)` is odd under the time reversal built from
some antisymmetric unitary exactly when the dimension `n` is even. -/
theorem exists_antisymmetric_timeOdd_iff {A : Matrix (Fin n) (Fin n) ℂ} (hA : A.IsHermitian)
    (hp : ∀ x : ℂ, A.charpoly.eval (-x) = (-1) ^ n * A.charpoly.eval x) :
    (∃ U ∈ unitaryGroup (Fin n) ℂ, Uᵀ = -U ∧ IsTimeOdd U A) ↔ Even n := by
  refine ⟨fun ⟨U, hU, ht, _⟩ => even_of_antisymmetric_unitary hU ht, fun hn => ?_⟩
  -- sign `+1` on the first half of the indices, `-1` on the second half
  obtain ⟨U, hU, ht, ho⟩ := exists_timeOdd_of_phases hA hp
    (fun i => if i < i.rev then 1 else -1) (-1)
    (fun i => by split_ifs <;> simp) (fun i => by
      obtain ⟨m, hm⟩ := hn
      have hi := i.isLt
      change (if i.rev < i.rev.rev then (1 : ℂ) else -1) = -1 * (if i < i.rev then 1 else -1)
      rw [Fin.rev_rev]
      by_cases h : i < i.rev
      · rw [if_neg (not_lt_of_ge h.le), if_pos h, mul_one]
      · have h' : i.rev < i := by
          rw [Fin.lt_def, Fin.val_rev] at *
          omega
        rw [if_pos h', if_neg h]
        norm_num)
  exact ⟨U, hU, by rw [ht, neg_one_smul], ho⟩

end OddOperators
```

```lean
#print axioms OddOperators.exists_symmetric_timeOdd
#print axioms OddOperators.exists_antisymmetric_timeOdd_iff
```

```
'OddOperators.exists_symmetric_timeOdd' depends on axioms: [propext, Classical.choice, Quot.sound]
'OddOperators.exists_antisymmetric_timeOdd_iff' depends on axioms: [propext, Classical.choice, Quot.sound]
```

## What the spectrum does and does not determine

The theorems produce a $U$ built from $A$. In a real system, time reversal is fixed beforehand by how it acts on positions, momenta and spins, and a symmetric spectrum does not show that this particular map reverses $A$. The spin example makes the gap visible: $U=\sigma_x$ reverses $\sigma_z$ but leaves $\sigma_x$ unchanged, so it is not the time reversal of a spin. Finding one $U$ that reverses several observables at once is a different problem.

The dimension is finite, and the symmetry of the spectrum is assumed, not derived from a physical model. When $A$ is a Hamiltonian and not an observable such as spin, the relation $U\overline A=-AU$ is usually called particle-hole symmetry; for finite Bogoliubov–de Gennes matrices, the two signs of $\Theta^2$ distinguish symmetry classes D and C. A symmetric spectrum in even dimension is compatible with either sign, so the eigenvalues of a single such matrix cannot decide between them.
